# With all initial features equal to 1, messages $\sum_j e_{ij}h_j$ and polynomial updates of degree at most $\nu$, $T$ message-passing layers give degree at most $\nu+\nu^2+\cdots+\nu^T$ in the edge variables

A message-passing potential builds many-body terms by repeatedly mixing the features of neighbouring atoms, and the question here is how high a polynomial degree in the edge quantities $T$ layers can produce. To give "degree" a definite meaning, the edge quantities $e_{ij}$ are treated as formal variables, not as functions of the atomic positions, and each feature is a polynomial in them. Some of them may be the same variable, as when $e_{ij}=e_{ji}$.

Let $h_i^{(t)}$ be the feature of atom $i$ after $t$ layers. Every feature starts as $h_i^{(0)}=1$, and a layer acts by

$$h_i^{(t+1)}=P_i^{(t)}\Big(\sum_{j\ne i}e_{ij}\,h_j^{(t)}\Big),$$

where $P_i^{(t)}$ is a real polynomial in one variable, which may differ between atoms and between layers. Write

$$D(T)=\nu+\nu^2+\cdots+\nu^T,\qquad D(0)=0.$$

If every $P_i^{(t)}$ has degree at most $\nu$, every feature after $T$ layers has total degree at most $D(T)$. If there are at least two atoms, different pairs of atoms have different edge variables, and every $P_i^{(t)}$ has degree exactly $\nu$, then every feature has total degree exactly $D(T)$. For two atoms with one bond variable $e$ and $P(x)=x^\nu$, the feature is the single monomial $e^{D(T)}$.

## Where the degree shows up in a simulation code

For machine-learned potentials whose layers are scalar and polynomial as above, $D(T)$ says how quickly depth can raise the polynomial degree in the edge inputs. Two layers with $\nu=3$ can reach degree 12, and three layers with $\nu=2$ can reach degree 14. With linear updates, $\nu=1$, the bound is just the number of layers.

The bound gives a direct check of an implementation. Multiply all edge inputs by a common factor $\lambda$. Each feature is then a polynomial in $\lambda$ of degree at most $D(T)$, so its values at $D(T)+1$ different factors determine its value at any other factor, up to rounding. A non-polynomial activation left in the network, or an extra layer, can show up as a mismatch, although over a narrow range of factors a smooth activation may be hidden by rounding. The same scaling indicates the numerical range to expect: a term of degree 12 grows by $2^{12}=4096$ when all edge inputs double.

Degree is not the same as body order. On a dimer the degree can be 12 although only two atoms are present. In the other direction, if different pairs of atoms have different edge variables, the edges in any monomial of $h_i^{(T)}$ form a connected graph containing atom $i$, so a monomial of degree $d$ involves at most $d+1$ atoms; this count is an informal remark and has no theorem below.

## Counting degrees layer by layer

**The recursion for $D$.** Separate the first term of the sum and take a factor $\nu$ out of the rest:

$$D(T+1)=\nu+\nu\,(\nu+\cdots+\nu^T)=\nu\,(D(T)+1).$$

**The upper bound.** At $T=0$ all features equal 1 and have degree $0=D(0)$. Suppose that all features after $t$ layers have degree at most $D(t)$. Each term $e_{ij}h_j^{(t)}$ of the message has degree at most $D(t)+1$, and adding terms does not raise the maximum, so the message $m_i$ has degree at most $D(t)+1$. The update is

$$P_i^{(t)}(m_i)=\sum_{r=0}^{\nu}a_r\,m_i^{\,r},$$

with real coefficients $a_r$. Each term has degree at most $\nu(D(t)+1)=D(t+1)$, and so has the sum.

**Isolating one pair.** For the exact degree, cancellation between terms has to be excluded. Choose an atom $k\ne i$, and let $\varphi$ be the substitution that sets $e_{ik}$ and $e_{ki}$ to a single variable $x$ and all other edge variables to zero. A monomial of degree $d$ becomes either $x^d$ or zero, so $\varphi$ cannot raise the degree of a polynomial.

Because different pairs have different variables, only the term $j=k$ survives in the message to atom $i$. Hence

$$\varphi(h_i^{(t+1)})=P_i^{(t)}\big(x\,\varphi(h_k^{(t)})\big),$$

and the same holds with $i$ and $k$ exchanged.

Let $\nu\ge1$, and suppose that $\varphi(h_k^{(t)})$ is non-zero of degree $D(t)$, as it is at $t=0$. Then $x\,\varphi(h_k^{(t)})$ has degree $D(t)+1$. Its $\nu$-th power, multiplied by the non-zero leading coefficient of $P_i^{(t)}$, has degree $\nu(D(t)+1)$, and all other terms have lower degree. So $\varphi(h_i^{(t+1)})$ has degree $D(t+1)$. This is positive, so the polynomial is non-zero and the induction continues for both atoms. The original feature has at least this degree, and by the upper bound at most this degree.

If $\nu=0$, every update is constant, and both the degree and $D(T)$ are zero.

**The dimer.** With one bond variable $e$ and $P(x)=x^\nu$, suppose that both features are $e^{D(t)}$. The next layer gives

$$\big(e\cdot e^{D(t)}\big)^\nu=e^{\nu(D(t)+1)}=e^{D(t+1)}.$$

## Lean definitions and theorems for the layer recursion

```lean
import Mathlib

open scoped Polynomial

namespace MessagePassingDegree

noncomputable section

variable {n E : Type*} [Fintype n] [DecidableEq n]

/-- The features after `t` layers, as polynomials in the edge variables: they start from `1`, and
each layer applies `P t i` to the sum over `j ≠ i` of the edge variable `ε i j` times the feature
of atom `j`. -/
def feature (ε : n → n → E) (P : ℕ → n → ℝ[X]) : ℕ → n → MvPolynomial E ℝ
  | 0, _ => 1
  | t + 1, i => Polynomial.aeval
      (∑ j ∈ Finset.univ.erase i, MvPolynomial.X (ε i j) * feature ε P t j) (P t i)

/-- The sum `ν + ν² + ... + ν^T`. -/
def degreeSum (ν T : ℕ) : ℕ := ∑ t ∈ Finset.range T, ν ^ (t + 1)

/-- Two different pairs of distinct atoms never share an edge variable; the two directions of one
pair may share theirs. -/
def SeparatesPairs {n E : Type*} (ε : n → n → E) : Prop :=
  ∀ a b c d, a ≠ b → c ≠ d → ε a b = ε c d → (a = c ∧ b = d) ∨ (a = d ∧ b = c)

open Classical in
/-- The value given to an edge variable when the pair `i`, `k` is isolated: `x` for the variables
`ε i k` and `ε k i`, and zero for every other variable. -/
def pairValue {n E : Type*} (ε : n → n → E) (i k : n) (e : E) : ℝ[X] :=
  if e = ε i k ∨ e = ε k i then Polynomial.X else 0

/-- The substitution that sets the edge variables `ε i k` and `ε k i` to `x` and every other edge
variable to zero. -/
def isolate {n E : Type*} (ε : n → n → E) (i k : n) : MvPolynomial E ℝ →ₐ[ℝ] ℝ[X] :=
  MvPolynomial.aeval (pairValue ε i k)

/-- One more layer turns the degree sum `D` into `ν (D + 1)`. -/
theorem degreeSum_succ (ν T : ℕ) : degreeSum ν (T + 1) = ν * (degreeSum ν T + 1) := by
  unfold degreeSum
  rw [Finset.sum_range_succ', mul_add, Finset.mul_sum]
  congr 1
  · exact Finset.sum_congr rfl fun t _ => by ring
  · ring

/-- If all update polynomials have degree at most `ν`, every feature after `T` layers has total
degree at most `ν + ν² + ... + ν^T` in the edge variables. -/
theorem totalDegree_feature_le (ε : n → n → E) (P : ℕ → n → ℝ[X]) (ν : ℕ)
    (hP : ∀ t i, (P t i).natDegree ≤ ν) (T : ℕ) (i : n) :
    (feature ε P T i).totalDegree ≤ degreeSum ν T := by
  induction T generalizing i with
  | zero => simp [feature]
  | succ t ih =>
    -- the message gains one degree from its edge variable
    have hm : (∑ j ∈ Finset.univ.erase i,
        MvPolynomial.X (ε i j) * feature ε P t j).totalDegree ≤ degreeSum ν t + 1 := by
      refine Finset.sum_induction _
        (fun p : MvPolynomial E ℝ => p.totalDegree ≤ degreeSum ν t + 1)
        (fun a b ha hb => (MvPolynomial.totalDegree_add a b).trans (max_le ha hb))
        (by simp) (fun j _ => ?_)
      refine (MvPolynomial.totalDegree_mul _ _).trans ?_
      rw [MvPolynomial.totalDegree_X]
      have := ih j
      omega
    -- the update polynomial multiplies the degree by at most ν
    rw [feature, Polynomial.aeval_eq_sum_range, degreeSum_succ]
    refine Finset.sum_induction _
      (fun p : MvPolynomial E ℝ => p.totalDegree ≤ ν * (degreeSum ν t + 1))
      (fun a b ha hb => (MvPolynomial.totalDegree_add a b).trans (max_le ha hb))
      (by simp) (fun m hmem => ?_)
    have hmν : m ≤ ν := (Nat.lt_succ_iff.1 (Finset.mem_range.1 hmem)).trans (hP t i)
    exact (MvPolynomial.totalDegree_smul_le _ _).trans
      ((MvPolynomial.totalDegree_pow _ _).trans (Nat.mul_le_mul hmν hm))

/-- Setting the edge variables of one pair to `x` and all other edge variables to zero does not
raise the degree. -/
theorem natDegree_isolate_le {n E : Type*} (ε : n → n → E) (i k : n) (p : MvPolynomial E ℝ) :
    (isolate ε i k p).natDegree ≤ p.totalDegree := by
  rw [isolate, MvPolynomial.aeval_def, MvPolynomial.eval₂_eq]
  refine Polynomial.natDegree_sum_le_of_forall_le _ _ (fun d hd => ?_)
  refine Polynomial.natDegree_mul_le.trans ?_
  have h1 : (algebraMap ℝ ℝ[X] (MvPolynomial.coeff d p)).natDegree = 0 :=
    Polynomial.natDegree_C _
  rw [h1, zero_add]
  refine (Polynomial.natDegree_prod_le _ _).trans
    ((Finset.sum_le_sum fun e _ => ?_).trans (MvPolynomial.le_totalDegree hd))
  have hle : (pairValue ε i k e).natDegree ≤ 1 := by
    unfold pairValue
    split_ifs <;> simp
  exact Polynomial.natDegree_pow_le.trans
    ((Nat.mul_le_mul_left (d e) hle).trans (mul_one (d e)).le)

/-- If different pairs have different edge variables and only the pair `i ≠ k` interacts, a layer
acts on atom `i` by `h_i' = P_i(x h_k)`. -/
theorem isolate_feature_succ {ε : n → n → E} (hε : SeparatesPairs ε) (P : ℕ → n → ℝ[X])
    (t : ℕ) {i k : n} (hik : i ≠ k) :
    isolate ε i k (feature ε P (t + 1) i) =
      (P t i).comp (Polynomial.X * isolate ε i k (feature ε P t k)) := by
  have hsum : isolate ε i k (∑ j ∈ Finset.univ.erase i,
      MvPolynomial.X (ε i j) * feature ε P t j) =
      Polynomial.X * isolate ε i k (feature ε P t k) := by
    have hX : ∀ e, isolate ε i k (MvPolynomial.X e) = pairValue ε i k e :=
      fun e => MvPolynomial.aeval_X _ e
    rw [map_sum, Finset.sum_eq_single k]
    · rw [map_mul, hX, pairValue, if_pos (Or.inl rfl)]
    · intro j hj hjk
      have hij : i ≠ j := (Finset.ne_of_mem_erase hj).symm
      rw [map_mul, hX, pairValue, if_neg, zero_mul]
      rintro (h | h)
      · rcases hε _ _ _ _ hij hik h with h' | h'
        · exact hjk h'.2
        · exact hik h'.1
      · rcases hε _ _ _ _ hij hik.symm h with h' | h'
        · exact hik h'.1
        · exact hjk h'.2
    · intro h
      exact absurd (Finset.mem_erase.2 ⟨hik.symm, Finset.mem_univ k⟩) h
  rw [feature, ← Polynomial.aeval_algHom_apply, hsum]
  rfl

/-- With at least two atoms, different edge variables for different pairs, and update polynomials
all of degree exactly `ν`, every feature after `T` layers has total degree exactly
`ν + ν² + ... + ν^T`. -/
theorem totalDegree_feature_eq [Nontrivial n] {ε : n → n → E} (hε : SeparatesPairs ε)
    (P : ℕ → n → ℝ[X]) (ν : ℕ) (hP : ∀ t i, (P t i).natDegree = ν) (T : ℕ) (i : n) :
    (feature ε P T i).totalDegree = degreeSum ν T := by
  have hsymm : ∀ a b, isolate ε a b = isolate ε b a := fun a b => by
    have h : pairValue ε a b = pairValue ε b a := by
      funext e
      by_cases he : e = ε a b ∨ e = ε b a
      · rw [pairValue, pairValue, if_pos he, if_pos he.symm]
      · rw [pairValue, pairValue, if_neg he, if_neg (fun h' => he h'.symm)]
    rw [isolate, isolate, h]
  -- on an isolated pair the leading term cannot cancel, so the degree is known exactly
  have key : ∀ t a b, a ≠ b →
      (isolate ε a b (feature ε P t a)).natDegree = degreeSum ν t ∧
      (ν ≠ 0 → isolate ε a b (feature ε P t a) ≠ 0) := by
    intro t
    induction t with
    | zero => intro a b _; simp [feature, degreeSum]
    | succ t ih =>
      intro a b hab
      obtain ⟨hd, h0⟩ := ih b a hab.symm
      rw [hsymm b a] at hd h0
      have hdeg : (isolate ε a b (feature ε P (t + 1) a)).natDegree = degreeSum ν (t + 1) := by
        rw [isolate_feature_succ hε P t hab, Polynomial.natDegree_comp, hP, degreeSum_succ]
        rcases eq_or_ne ν 0 with h | h
        · simp [h]
        · rw [Polynomial.natDegree_X_mul (h0 h), hd]
      refine ⟨hdeg, fun h hz => ?_⟩
      rw [hz, Polynomial.natDegree_zero, degreeSum_succ] at hdeg
      exact absurd hdeg.symm (Nat.mul_ne_zero h (Nat.succ_ne_zero _))
  obtain ⟨k, hk⟩ := exists_ne i
  refine le_antisymm (totalDegree_feature_le ε P ν (fun t j => (hP t j).le) T i) ?_
  rw [← (key T i k hk.symm).1]
  exact natDegree_isolate_le ε i k _

/-- Directed edges, with one variable per ordered pair, and undirected edges, with one variable
per unordered pair, both give different pairs different variables. -/
theorem separatesPairs_witness (n : Type*) :
    SeparatesPairs (fun i j : n => (i, j)) ∧ SeparatesPairs (fun i j : n => s(i, j)) :=
  ⟨fun _ _ _ _ _ _ h => Or.inl (Prod.mk.inj h), fun _ _ _ _ _ _ h => Sym2.eq_iff.1 h⟩

/-- For two atoms joined by a single bond variable `e` and the update `P(x) = x^ν`, each feature
after `T` layers is the monomial `e^(ν + ν² + ... + ν^T)`. -/
theorem feature_dimer (ν T : ℕ) (i : Fin 2) :
    feature (fun _ _ : Fin 2 => ()) (fun _ _ => Polynomial.X ^ ν) T i =
      MvPolynomial.X () ^ degreeSum ν T := by
  have hs : ∀ i : Fin 2, Finset.univ.erase i = {1 - i} := by decide
  induction T generalizing i with
  | zero => simp [feature, degreeSum]
  | succ t ih =>
    simp only [feature, hs, Finset.sum_singleton, ih, map_pow, Polynomial.aeval_X,
      degreeSum_succ]
    rw [← pow_succ', ← pow_mul, mul_comm]

end

end MessagePassingDegree
```

```lean
#print axioms MessagePassingDegree.totalDegree_feature_le
#print axioms MessagePassingDegree.totalDegree_feature_eq
#print axioms MessagePassingDegree.feature_dimer
```

```
'MessagePassingDegree.totalDegree_feature_le' depends on axioms: [propext, Classical.choice, Quot.sound]
'MessagePassingDegree.totalDegree_feature_eq' depends on axioms: [propext, Classical.choice, Quot.sound]
'MessagePassingDegree.feature_dimer' depends on axioms: [propext, Classical.choice, Quot.sound]
```

## Atoms, edge labels and degrees in the Lean statements

The type `n` is the finite set of atoms, not their number, and `E` is the set of names of edge variables, not an energy. The labelling `ε` assigns a name to each ordered pair of atoms, so $e_{ij}$ is `MvPolynomial.X (ε i j)`. The polynomial `P t i` is $P_i^{(t)}$, the one that takes atom `i` from layer `t` to layer `t + 1`, and `feature ε P t i` is $h_i^{(t)}$. The sum over `Finset.univ.erase i` leaves out the atom itself. `degreeSum ν T` is $D(T)$.

`totalDegree_feature_le` is the upper bound. It holds for any labelling, including one in which many bonds share a variable, and for any finite number of atoms. A single atom receives an empty message, and its feature is constant.

`totalDegree_feature_eq` is the exact degree. `Nontrivial n` says that there are at least two atoms, and `SeparatesPairs ε` says that two different pairs of atoms never share a variable. The two directions of one pair may do so. `separatesPairs_witness` confirms that the condition admits both directed edges, with $e_{ij}$ and $e_{ji}$ independent, and undirected edges, with $e_{ij}=e_{ji}$. Lean gives the zero polynomial degree zero, which matters only for $\nu=0$, where an update may vanish identically.

`feature_dimer` states the closed form for two atoms, `Fin 2`, with the one variable name `()`.

The model has one scalar feature per atom and the same edge variables in every layer. It contains no vector or tensor channels, no layer-dependent radial functions and no skip connections that add the old feature to the new one.

To obtain a function of the atomic positions, each $e_{ij}$ is replaced by a function of them. The upper bound still describes the expression that the code evaluates, but the exact degree need not be visible in the resulting function. If $e_{ij}$ is a sharp neighbour indicator with values 0 and 1, for example, $e_{ij}^{12}$ and $e_{ij}$ are the same function.

## How the lemmas isolate a pair and fix the degree

`degreeSum_succ` is the recursion for $D$; `Finset.sum_range_succ'` separates the first term, and `Finset.mul_sum` handles the common factor.

`totalDegree_feature_le` is the induction over layers. The intermediate statement `hm` bounds the degree of the message by $D(t)+1$. `Polynomial.aeval_eq_sum_range` then writes the update as a sum of powers of the message, and each power is bounded separately.

`isolate ε i k` is the substitution $\varphi$, with the values of the variables given by `pairValue`. `natDegree_isolate_le` shows monomial by monomial that it does not raise the degree. `isolate_feature_succ` derives the two-atom recursion: `Finset.sum_eq_single k` reduces the message to one term, and `hε` rules out that another edge of atom `i` carries a variable of the chosen pair. `Polynomial.aeval_algHom_apply` allows the substitution to be made inside the update polynomial.

In `totalDegree_feature_eq`, `hsymm` records that isolating $(a,b)$ is the same as isolating $(b,a)$, since each layer passes from one atom of the pair to the other. The statement `key` carries the degree through the induction, together with the fact that the polynomial is non-zero when $\nu\ne0$. `Polynomial.natDegree_comp` supplies the product rule for the degree of a composition. Finally, `le_antisymm` joins the upper and lower bounds.

`feature_dimer` is a separate induction, in which `hs` identifies the only neighbour of atom `i` as atom `1 - i`.

## Two bonds with one variable can cancel the leading term

Without `SeparatesPairs`, the degree can be lower than $D(T)$. Take three atoms with undirected edges, $e_{12}=e_{13}=e$ and $e_{23}=f$. Let all updates be $P(x)=x$, except that atom 3 uses $P(x)=-x$ in the first layer. Every update has degree exactly 1, so $D(2)=2$. After one layer,

$$h_2^{(1)}=e+f,\qquad h_3^{(1)}=-(e+f),$$

and after the second,

$$h_1^{(2)}=e\,(e+f)-e\,(e+f)=0.$$

The upper bound still holds, but the feature of atom 1 does not reach degree 2. The equality $e_{12}=e_{13}$ arises in an isosceles trimer when the edge quantity depends only on distance. The cancellation also needs the opposite signs of the updates on atoms 2 and 3: if all atoms use the same update polynomial in each layer, the terms of highest degree have the same sign and cannot cancel.
